# Two-spin correlations in a zero-field open Ising chain are products of $\tanh K_i$

Take a row of magnetic moments that each point up or down, with exchange constants that differ from bond to bond, some ferromagnetic and some antiferromagnetic. If the first moment points up, how much does that tell us about the last?

Let the spins be $s_0,\dots,s_n=\pm1$, with energy $-\sum_i J_i s_i s_{i+1}$ at temperature $T$. Only the ratios $K_i=J_i/(k_BT)$ enter, for the bonds $i=0,\dots,n-1$. With $Z$ the partition function and $\langle\cdot\rangle$ the thermal average, the claim is

$$Z=2\prod_{i=0}^{n-1}2\cosh K_i,\qquad \langle s_as_b\rangle=\prod_{i=a}^{b-1}\tanh K_i\quad(a\le b).$$

## Summing out the spins one at a time

Write $\tau_i=s_is_{i+1}$ for the bond variables, and let $f_i$ be any functions of them. In $\sum_s\prod_i f_i(\tau_i)$ the spin $s_0$ occurs only in $f_0(s_0s_1)$. Whether $s_1$ is $+1$ or $-1$, the product $s_0s_1$ takes each of the values $\pm1$ once as $s_0$ varies. The sum over $s_0$ therefore gives $f_0(1)+f_0(-1)$, independent of $s_1$, and leaves a chain with one bond fewer. Repeating this until a single free spin remains, which contributes 2, gives

$$\sum_s\prod_i f_i(\tau_i)=2\prod_i\bigl(f_i(1)+f_i(-1)\bigr).$$

With $f_i(x)=e^{K_ix}$ each factor is $e^{K_i}+e^{-K_i}=2\cosh K_i$, which is the formula for $Z$.

To average $\prod_{i\in S}\tau_i$ over a set $S$ of bonds, use $f_i(x)=x\,e^{K_ix}$ for $i\in S$. Those factors become $e^{K_i}-e^{-K_i}=2\sinh K_i$, the others stay as they were, and division by $Z$ leaves $\prod_{i\in S}\tanh K_i$.

Finally, since $s_j^2=1$,

$$\tau_a\tau_{a+1}\cdots\tau_{b-1}=s_a\,s_{a+1}^2\cdots s_{b-1}^2\,s_b=s_as_b\quad(a<b).$$

For $a=b$ both sides of the correlation formula equal 1. Taking $a=0$, $b=n$ gives the end-to-end correlation, and equal couplings $K$ give $(\tanh K)^{b-a}$.

## Spins, bonds and thermal averages in Lean

The number `n` counts bonds, so there are `n + 1` sites; `n = 0` is a single spin.

```lean
import Mathlib

noncomputable section

namespace OpenIsingChain

variable {n : ℕ}
```

A configuration assigns a `Bool` to each site, and `spin` turns it into $\pm1$.

```lean
/-- The value `+1` or `-1` of an Ising spin. -/
def spin (b : Bool) : ℝ := if b then 1 else -1
```

For bond `i`, `i.castSucc` is its left site $i$ and `i.succ` its right site $i+1$.

```lean
/-- The bond variable `s_i s_(i+1)` of a configuration of the open chain. -/
def bond (s : Fin (n + 1) → Bool) (i : Fin n) : ℝ :=
  spin (s i.castSucc) * spin (s i.succ)
```

The weight contains nearest-neighbour couplings of either sign, but no magnetic field.

```lean
/-- The Boltzmann weight `exp (∑ K_i s_i s_(i+1))`. -/
def weight (K : Fin n → ℝ) (s : Fin (n + 1) → Bool) : ℝ :=
  Real.exp (∑ i, K i * bond s i)

/-- The partition function: the sum of the Boltzmann weights of all configurations. -/
def partitionFunction (K : Fin n → ℝ) : ℝ := ∑ s, weight K s
```

An observable is any real function of the configuration.

```lean
/-- The thermal average of an observable `A` of the spin configuration. -/
def thermalAverage (K : Fin n → ℝ) (A : (Fin (n + 1) → Bool) → ℝ) : ℝ :=
  (∑ s, A s * weight K s) / partitionFunction K
```

For $a\le b$, the bonds between sites $a$ and $b$ are those with $a\le i<b$. For $a>b$ no bond satisfies this condition, and the set defined here is empty.

```lean
/-- The bonds `i` with `a ≤ i < b`. When `a ≤ b` these are the bonds between site `a` and site `b`;
when `a > b` the set is empty. -/
def bondsBetween (a b : Fin (n + 1)) : Finset (Fin n) :=
  Finset.univ.filter (fun i => (a : ℕ) ≤ (i : ℕ) ∧ (i : ℕ) < (b : ℕ))

/-- An Ising spin squares to one. -/
theorem spin_mul_self (b : Bool) : spin b * spin b = 1 := by
  cases b <;> simp [spin]
```

## Factorisation and the partition function

The induction on `n` follows the derivation above: `hsplit` separates the first spin from the rest, `key` sums over it, and the induction hypothesis handles the shorter chain.

```lean
/-- The configuration sum of a product of functions of the single bond variables factorises
into independent sums over the two values of each bond variable, times two. -/
theorem sum_bond_factorises (f : Fin n → ℝ → ℝ) :
    ∑ s : Fin (n + 1) → Bool, ∏ i, f i (bond s i) = 2 * ∏ i, (f i 1 + f i (-1)) := by
  induction n with
  | zero => simp
  | succ n ih =>
    -- split off the first spin
    have hsplit : ∀ g : (Fin (n + 2) → Bool) → ℝ,
        ∑ s, g s = ∑ t : Fin (n + 1) → Bool, ∑ b : Bool, g (Fin.cons b t) := by
      intro g
      rw [← (Fin.consEquiv (fun _ : Fin (n + 2) => Bool)).sum_comp g,
        Fintype.sum_prod_type_right]
      rfl
    -- summing over it lets the first bond variable take both values once
    have key : ∀ t : Fin (n + 1) → Bool,
        ∑ b : Bool, ∏ i, f i (bond (Fin.cons b t : Fin (n + 2) → Bool) i)
          = (f 0 1 + f 0 (-1)) * ∏ i : Fin n, f i.succ (bond t i) := by
      intro t
      have hb : ∀ b : Bool, ∏ i, f i (bond (Fin.cons b t : Fin (n + 2) → Bool) i)
          = f 0 (spin b * spin (t 0)) * ∏ i : Fin n, f i.succ (bond t i) := by
        intro b
        rw [Fin.prod_univ_succ]
        rfl
      rw [Fintype.sum_bool, hb, hb, ← add_mul]
      congr 1
      cases t 0 <;> simp [spin, add_comm]
    have h : ∑ t : Fin (n + 1) → Bool, ∏ i : Fin n, f i.succ (bond t i)
        = 2 * ∏ i : Fin n, (f i.succ 1 + f i.succ (-1)) := ih (fun i => f i.succ)
    rw [hsplit, Fin.prod_univ_succ (fun i => f i 1 + f i (-1))]
    simp only [key]
    rw [← Finset.mul_sum, h]
    ring
```

Turning the exponential of a sum into a product gives $Z$.

```lean
/-- The partition function of the open chain is `2 ∏ 2 cosh K_i`. -/
theorem partitionFunction_eq (K : Fin n → ℝ) :
    partitionFunction K = 2 * ∏ i, (2 * Real.cosh (K i)) := by
  calc partitionFunction K = ∑ s : Fin (n + 1) → Bool, ∏ i, Real.exp (K i * bond s i) :=
        Finset.sum_congr rfl fun s _ => Real.exp_sum _ _
    _ = 2 * ∏ i, (Real.exp (K i * 1) + Real.exp (K i * -1)) :=
        sum_bond_factorises (fun i x => Real.exp (K i * x))
    _ = 2 * ∏ i, (2 * Real.cosh (K i)) := by
        congr 1
        refine Finset.prod_congr rfl fun i _ => ?_
        rw [Real.cosh_eq, mul_one, mul_neg_one]
        ring
```

In a program one would evaluate $\ln Z=\ln2+\sum_i\ln(2\cosh K_i)$, with each term written as $|K_i|+\ln(1+e^{-2|K_i|})$ to avoid overflow at low temperature.

## From bond averages to spin correlations

The next proof first shows that $Z$ is nonzero, being a sum of exponentials. An `if` then inserts the factor $x$ on the bonds in `S` only, and `ht` is the identity $\tanh K_i\cdot2\cosh K_i=e^{K_i}-e^{-K_i}$.

```lean
/-- The thermal average of a product of bond variables over any set `S` of bonds is the
product of `tanh K_i` over `S`. -/
theorem average_bond_product (K : Fin n → ℝ) (S : Finset (Fin n)) :
    thermalAverage K (fun s => ∏ i ∈ S, bond s i) = ∏ i ∈ S, Real.tanh (K i) := by
  have hZ : partitionFunction K ≠ 0 :=
    (Finset.sum_pos (fun s _ => Real.exp_pos _) Finset.univ_nonempty).ne'
  have hS : ∀ g : Fin n → ℝ, ∏ i ∈ S, g i = ∏ i, if i ∈ S then g i else 1 := by
    intro g
    simp
  unfold thermalAverage
  rw [div_eq_iff hZ, partitionFunction_eq]
  calc ∑ s, (∏ i ∈ S, bond s i) * weight K s
      = ∑ s : Fin (n + 1) → Bool,
          ∏ i, ((if i ∈ S then bond s i else 1) * Real.exp (K i * bond s i)) := by
        refine Finset.sum_congr rfl fun s _ => ?_
        rw [hS, weight, Real.exp_sum, Finset.prod_mul_distrib]
    _ = 2 * ∏ i, ((if i ∈ S then (1 : ℝ) else 1) * Real.exp (K i * 1)
          + (if i ∈ S then (-1 : ℝ) else 1) * Real.exp (K i * -1)) :=
        sum_bond_factorises (fun i x => (if i ∈ S then x else 1) * Real.exp (K i * x))
    _ = 2 * ∏ i, ((if i ∈ S then Real.tanh (K i) else 1) * (2 * Real.cosh (K i))) := by
        congr 1
        refine Finset.prod_congr rfl fun i _ => ?_
        have hc : Real.cosh (K i) ≠ 0 := (Real.cosh_pos (K i)).ne'
        have ht : Real.tanh (K i) * (2 * Real.cosh (K i))
            = Real.exp (K i) - Real.exp (-K i) := by
          have h2 : Real.sinh (K i) / Real.cosh (K i) * (2 * Real.cosh (K i))
              = 2 * Real.sinh (K i) := by field_simp
          rw [Real.tanh_eq_sinh_div_cosh, h2, Real.sinh_eq]
          ring
        split_ifs
        · rw [ht, mul_one (K i), mul_neg_one (K i)]
          ring
        · rw [Real.cosh_eq, mul_one (K i), mul_neg_one (K i)]
          ring
    _ = (∏ i ∈ S, Real.tanh (K i)) * (2 * ∏ i, (2 * Real.cosh (K i))) := by
        rw [hS (fun i => Real.tanh (K i)), Finset.prod_mul_distrib]
        ring
```

The telescoping product is proved by induction on the right-hand site. Moving it from $j$ to $j+1$ adds bond $j$, and `linear_combination` uses $s_j^2=1$ to remove the intermediate spin.

```lean
/-- The product of two spins is the product of the bond variables between them. -/
theorem spin_mul_spin (s : Fin (n + 1) → Bool) (a b : Fin (n + 1)) (hab : a ≤ b) :
    spin (s a) * spin (s b) = ∏ i ∈ bondsBetween a b, bond s i := by
  have hself : ∀ c : Fin (n + 1), bondsBetween c c = ∅ := by
    intro c
    ext i
    simp only [bondsBetween, Finset.mem_filter, Finset.mem_univ, true_and,
      Finset.notMem_empty, iff_false]
    omega
  induction b using Fin.induction with
  | zero =>
    have ha : a = 0 := Fin.le_zero_iff.mp hab
    rw [ha, hself, Finset.prod_empty, spin_mul_self]
  | succ j ih =>
    have hj : (j.castSucc : ℕ) = j := rfl
    have hj' : (j.succ : ℕ) = j + 1 := rfl
    by_cases h : a ≤ j.castSucc
    · -- moving the right end by one site adds the bond `j`
      have h' : (a : ℕ) ≤ j := h
      have hins : bondsBetween a j.succ = insert j (bondsBetween a j.castSucc) := by
        ext i
        simp only [bondsBetween, Finset.mem_filter, Finset.mem_univ, true_and,
          Finset.mem_insert, Fin.ext_iff]
        omega
      have hnot : j ∉ bondsBetween a j.castSucc := by simp [bondsBetween]
      rw [hins, Finset.prod_insert hnot, ← ih h, bond]
      linear_combination
        (-(spin (s a) * spin (s j.succ))) * spin_mul_self (s j.castSucc)
    · have ha : a = j.succ := by
        apply Fin.ext
        have h1 : (a : ℕ) ≤ j + 1 := hab
        have h2 : ¬ (a : ℕ) ≤ j := h
        omega
      rw [ha, hself, Finset.prod_empty, spin_mul_self]
```

Combining the two results gives the correlation of any two spins with `a ≤ b`.

```lean
/-- The correlation `⟨s_a s_b⟩` of two spins of the open chain is the product of `tanh K_i`
over the bonds between them. -/
theorem two_point_correlation (K : Fin n → ℝ) (a b : Fin (n + 1)) (hab : a ≤ b) :
    thermalAverage K (fun s => spin (s a) * spin (s b))
      = ∏ i ∈ bondsBetween a b, Real.tanh (K i) := by
  rw [← average_bond_product]
  congr 1
  funext s
  exact spin_mul_spin s a b hab
```

For the two ends, every bond lies in between.

```lean
/-- The end-to-end correlation `⟨s_0 s_n⟩` is the product of `tanh K_i` over all bonds. -/
theorem end_to_end_correlation (K : Fin n → ℝ) :
    thermalAverage K (fun s => spin (s 0) * spin (s (Fin.last n)))
      = ∏ i, Real.tanh (K i) := by
  have hall : bondsBetween (0 : Fin (n + 1)) (Fin.last n) = Finset.univ := by
    ext i
    simp [bondsBetween]
  rw [two_point_correlation K 0 (Fin.last n) (Fin.zero_le _), hall]
```

For uniform coupling the hypothesis `h` says that $b$ lies $r$ sites to the right of $a$; the proof counts $r$ bonds between them.

```lean
/-- For uniform coupling `K`, two spins at distance `r` have correlation `(tanh K) ^ r`. -/
theorem uniform_correlation (K : ℝ) (a b : Fin (n + 1)) (r : ℕ) (h : (b : ℕ) = a + r) :
    thermalAverage (fun _ : Fin n => K) (fun s => spin (s a) * spin (s b))
      = Real.tanh K ^ r := by
  have hab : a ≤ b := by
    rw [Fin.le_def]
    omega
  -- there are `r` bonds between the two sites
  have hmap : (bondsBetween a b).map Fin.valEmbedding = Finset.Ico (a : ℕ) b := by
    ext k
    simp only [bondsBetween, Finset.mem_map, Finset.mem_filter, Finset.mem_univ, true_and,
      Fin.valEmbedding_apply, Finset.mem_Ico]
    constructor
    · rintro ⟨i, hi, rfl⟩
      exact hi
    · intro hk
      exact ⟨⟨k, by have := b.isLt; omega⟩, hk, rfl⟩
  have hcard : (bondsBetween a b).card = r := by
    rw [← Finset.card_map Fin.valEmbedding, hmap, Nat.card_Ico]
    omega
  rw [two_point_correlation _ a b hab, Finset.prod_const, hcard]

end OpenIsingChain
```

```lean
#print axioms OpenIsingChain.two_point_correlation
#print axioms OpenIsingChain.end_to_end_correlation
#print axioms OpenIsingChain.uniform_correlation
```

```
'OpenIsingChain.two_point_correlation' depends on axioms: [propext, Classical.choice, Quot.sound]
'OpenIsingChain.end_to_end_correlation' depends on axioms: [propext, Classical.choice, Quot.sound]
'OpenIsingChain.uniform_correlation' depends on axioms: [propext, Classical.choice, Quot.sound]
```

These formulas hold at every finite length, and give a Monte Carlo code exact values to be tested against for an open, zero-field chain with nearest-neighbour couplings.
